# Logarithmic growth of a cubic-grid sum modelling the small-momentum MP2 energy of a metal

Extrapolating MP2 energies per electron to infinite cell size usually means fitting them to a constant plus inverse powers of the cell length L. That fit presumes a finite limit. In a three-dimensional metal whose orbital energies cross the Fermi level with a finite, nonzero slope, the part of the direct second-order energy per electron that comes from small momentum transfer q grows in magnitude like ln L instead. The sum below reproduces this growth in a model that keeps only an inverse-cube summand on a cubic grid.

## The sum and its limits

Write q = 2πm/L, where m = (m₀, m₁, m₂) is an integer vector, and let |m|∞ be its largest absolute component. Define

S(N) = Σ 1/|m|∞³, over m ≠ 0 with |m|∞ ≤ N.

As N → ∞,

S(N)/ln N → 24,

and for every fixed integer k ≥ 1,

S(kN) − S(N) → 24 ln k.

The inverse cube stands for two Coulomb factors, together proportional to 1/q⁴, times a factor proportional to q from the particle-hole pairs near the Fermi surface and their energy denominators. That last factor assumes a finite, nonzero Fermi velocity. Standard MP2 uses Hartree–Fock orbital energies, whose slope in the uniform electron gas diverges logarithmically at the Fermi surface. The summand is then smaller by a logarithm, and the growth weakens from ln L to ln ln L, which is still unbounded. The model here leaves out that correction.

## What a series of cell sizes shows

At fixed density and fixed physical cutoff, N is proportional to L. The model energy per electron is S(N) times a negative prefactor that does not depend on L, because the L³ contained in 1/q³ cancels the 1/L³ from dividing by the number of electrons. In a series L, 2L, 4L, and so on, the magnitude of the model energy therefore rises at each doubling by an amount that tends to 24 ln 2 ≈ 16.64 in units of the prefactor's magnitude. Successive differences that level off at a nonzero value are a warning against fitting inverse powers. Differences that shrink do not by themselves show that the limit is finite, since growth like ln ln L also makes them shrink.

The ratio S(N)/ln N is a poorer diagnostic, because it converges slowly: at N = 100 it is still about 27.6. A direct loop over the grid can be checked against S(1) = 26 and S(2) = 38.25.

## Counting momenta shell by shell

The cube |m|∞ ≤ N holds (2N+1)³ vectors. For n ≥ 1, the shell |m|∞ = n is the difference of two consecutive cubes and holds

(2n+1)³ − (2n−1)³ = 24n² + 2

vectors. Each contributes 1/n³, so with n = k + 1, where k ≥ 0 is here a shell index and not the scale factor used above,

S(k+1) = S(k) + 24/(k+1) + 2/(k+1)³.

Since S(0) = 0, adding the shells gives

S(N) = 24 H_N + 2 Σ_{n=0}^{N−1} 1/(n+1)³,

where H_N = Σ_{n=0}^{N−1} 1/(n+1) is the harmonic number. Now H_N − ln N tends to the Euler–Mascheroni constant γ, and the inverse cubes have a finite sum, so

S(N) − 24 ln N → C, with C = 24γ + 2 Σ_{n=0}^{∞} 1/(n+1)³.

For N ≥ 2, divide by ln N:

S(N)/ln N = 24 + (S(N) − 24 ln N)/ln N → 24.

For the change of cell size, use ln(kN) = ln k + ln N with N ≥ 1:

S(kN) − S(N) = [S(kN) − 24 ln(kN)] − [S(N) − 24 ln N] + 24 ln k.

Both brackets tend to C and cancel, leaving 24 ln k.

## The count and the limits in Lean

```lean
import Mathlib

open Filter Topology

namespace MetallicMP2Logarithm

noncomputable section

/-- The largest absolute component of an integer momentum vector. -/
def maxAbs (m : Fin 3 → ℤ) : ℕ :=
  max (m 0).natAbs (max (m 1).natAbs (m 2).natAbs)

/-- The cube of grid momenta whose components all lie between `-N` and `N`. -/
def cube (N : ℕ) : Finset (Fin 3 → ℤ) :=
  Fintype.piFinset fun _ => Finset.Icc (-(N : ℤ)) (N : ℤ)

/-- The cubic shell of grid momenta whose largest absolute component is exactly `n`. -/
def shell (n : ℕ) : Finset (Fin 3 → ℤ) :=
  (cube n).filter fun m => maxAbs m = n

/-- The model small-momentum sum: the inverse cube of the largest absolute component,
summed over the nonzero momenta of the cube of half-width `N`. -/
def smallMomentumSum (N : ℕ) : ℝ :=
  ∑ m ∈ (cube N).erase 0, 1 / (maxAbs m : ℝ) ^ 3

/-- A momentum lies in the cube of half-width `N` exactly when its largest absolute
component is at most `N`. -/
theorem mem_cube (N : ℕ) (m : Fin 3 → ℤ) : m ∈ cube N ↔ maxAbs m ≤ N := by
  simp only [cube, maxAbs, Fintype.mem_piFinset, Finset.mem_Icc, max_le_iff]
  constructor
  · intro h
    have h0 := h 0
    have h1 := h 1
    have h2 := h 2
    omega
  · rintro ⟨h0, h1, h2⟩ i
    fin_cases i
    · change -(N : ℤ) ≤ m 0 ∧ m 0 ≤ (N : ℤ)
      omega
    · change -(N : ℤ) ≤ m 1 ∧ m 1 ≤ (N : ℤ)
      omega
    · change -(N : ℤ) ≤ m 2 ∧ m 2 ≤ (N : ℤ)
      omega

/-- The cube of half-width `N` contains `(2N+1)³` grid momenta. -/
theorem card_cube (N : ℕ) : (cube N).card = (2 * N + 1) ^ 3 := by
  have h : (Finset.Icc (-(N : ℤ)) (N : ℤ)).card = 2 * N + 1 := by
    rw [Int.card_Icc]
    omega
  simp only [cube, Fintype.card_piFinset, Finset.prod_const, h, Finset.card_univ,
    Fintype.card_fin]

/-- For `n ≥ 1` the cubic shell at distance `n` contains `24n² + 2` grid momenta. -/
theorem card_shell (n : ℕ) (hn : 1 ≤ n) : (shell n).card = 24 * n ^ 2 + 2 := by
  obtain ⟨k, rfl⟩ : ∃ k, n = k + 1 := ⟨n - 1, by omega⟩
  -- the shell is the difference of two consecutive cubes
  have hs : shell (k + 1) = cube (k + 1) \ cube k := by
    ext m
    simp only [shell, Finset.mem_filter, Finset.mem_sdiff, mem_cube]
    omega
  have hsub : cube k ⊆ cube (k + 1) := by
    intro m hm
    rw [mem_cube] at hm ⊢
    omega
  have h := Finset.card_sdiff_add_card_eq_card hsub
  rw [← hs, card_cube, card_cube] at h
  nlinarith [h]

/-- Enlarging the cube from half-width `k` to `k + 1` adds the number of momenta in the
new shell times the inverse cube of `k + 1`. -/
theorem smallMomentumSum_succ (k : ℕ) :
    smallMomentumSum (k + 1) =
      smallMomentumSum k + (24 * ((k : ℝ) + 1) ^ 2 + 2) / ((k : ℝ) + 1) ^ 3 := by
  have hu : (cube (k + 1)).erase 0 = (cube k).erase 0 ∪ shell (k + 1) := by
    ext m
    simp only [Finset.mem_erase, Finset.mem_union, shell, Finset.mem_filter, mem_cube]
    by_cases hm : m = 0
    · subst hm
      simp [maxAbs]
    · simp only [ne_eq, hm, not_false_eq_true, true_and]
      omega
  have hd : Disjoint ((cube k).erase 0) (shell (k + 1)) := by
    refine Finset.disjoint_left.2 fun m h1 h2 => ?_
    simp only [Finset.mem_erase, shell, Finset.mem_filter, mem_cube] at h1 h2
    obtain ⟨-, a⟩ := h1
    obtain ⟨-, b⟩ := h2
    omega
  -- the summand is constant on the new shell
  have h1 : ∀ m ∈ shell (k + 1),
      1 / (maxAbs m : ℝ) ^ 3 = 1 / ((k + 1 : ℕ) : ℝ) ^ 3 := by
    intro m hm
    rw [(Finset.mem_filter.1 hm).2]
  have hc : ∑ m ∈ shell (k + 1), 1 / (maxAbs m : ℝ) ^ 3 =
      (24 * ((k : ℝ) + 1) ^ 2 + 2) / ((k : ℝ) + 1) ^ 3 := by
    rw [Finset.sum_congr rfl h1, Finset.sum_const, card_shell (k + 1) (by omega),
      nsmul_eq_mul]
    push_cast
    ring
  unfold smallMomentumSum
  rw [hu, Finset.sum_union hd, hc]

/-- The small-momentum sum equals 24 times the `N`-th harmonic number plus twice the sum
of the first `N` inverse cubes. -/
theorem smallMomentumSum_eq (N : ℕ) :
    smallMomentumSum N =
      24 * (harmonic N : ℝ) + 2 * ∑ n ∈ Finset.range N, 1 / ((n : ℝ) + 1) ^ 3 := by
  induction N with
  | zero =>
    -- only the excluded zero momentum lies in the smallest cube
    have h0 : (0 : Fin 3 → ℤ) ∈ cube 0 := by
      rw [mem_cube]
      simp [maxAbs]
    have hc := Finset.card_erase_of_mem h0
    rw [card_cube] at hc
    have he : (cube 0).erase 0 = ∅ := Finset.card_eq_zero.1 (hc.trans (by norm_num))
    simp [smallMomentumSum, he]
  | succ k ih =>
    have hk : (k : ℝ) + 1 ≠ 0 := by positivity
    have e : (24 * ((k : ℝ) + 1) ^ 2 + 2) / ((k : ℝ) + 1) ^ 3 =
        24 * ((k : ℝ) + 1)⁻¹ + 2 * (1 / ((k : ℝ) + 1) ^ 3) := by
      field_simp
    rw [smallMomentumSum_succ, ih, e, harmonic_succ, Finset.sum_range_succ]
    push_cast
    ring

/-- After subtraction of `24 ln N` the small-momentum sum converges, to 24 times the
Euler–Mascheroni constant plus twice the sum of all inverse cubes. -/
theorem tendsto_sub_log :
    Tendsto (fun N : ℕ => smallMomentumSum N - 24 * Real.log N) atTop
      (𝓝 (24 * Real.eulerMascheroniConstant + 2 * ∑' n : ℕ, 1 / ((n : ℝ) + 1) ^ 3)) := by
  have hs : Summable fun n : ℕ => 1 / ((n : ℝ) + 1) ^ 3 := by
    have h := (summable_nat_add_iff 1).2
      (Real.summable_one_div_nat_pow.2 (by norm_num : 1 < 3))
    simpa only [Nat.cast_add, Nat.cast_one] using h
  have h := (Real.tendsto_harmonic_sub_log.const_mul (24 : ℝ)).add
    (hs.hasSum.tendsto_sum_nat.const_mul (2 : ℝ))
  refine h.congr fun N => ?_
  change 24 * ((harmonic N : ℝ) - Real.log N) +
    2 * ∑ n ∈ Finset.range N, 1 / ((n : ℝ) + 1) ^ 3 = _
  rw [smallMomentumSum_eq]
  ring

/-- The small-momentum sum grows logarithmically with the half-width `N` of the cube:
divided by `ln N` it tends to 24. -/
theorem tendsto_div_log :
    Tendsto (fun N : ℕ => smallMomentumSum N / Real.log N) atTop (𝓝 24) := by
  have hlog : Tendsto (fun N : ℕ => Real.log (N : ℝ)) atTop atTop :=
    Real.tendsto_log_atTop.comp tendsto_natCast_atTop_atTop
  -- the bounded offset disappears on division by the logarithm
  have h := (tendsto_sub_log.div_atTop hlog).add_const (24 : ℝ)
  rw [zero_add] at h
  refine h.congr' ?_
  filter_upwards [eventually_ge_atTop 2] with N hN
  have hN' : (2 : ℝ) ≤ N := by exact_mod_cast hN
  have hl : Real.log (N : ℝ) ≠ 0 := (Real.log_pos (by linarith)).ne'
  change (smallMomentumSum N - 24 * Real.log N) / Real.log N + 24 = _
  rw [sub_div, mul_div_cancel_right₀ _ hl]
  ring

/-- Enlarging the half-width of the cube by a fixed integer factor `k ≥ 1` raises the
small-momentum sum by an amount that tends to `24 ln k`. -/
theorem tendsto_scaling (k : ℕ) (hk : 1 ≤ k) :
    Tendsto (fun N : ℕ => smallMomentumSum (k * N) - smallMomentumSum N) atTop
      (𝓝 (24 * Real.log k)) := by
  have hmul : Tendsto (fun N : ℕ => k * N) atTop atTop :=
    tendsto_atTop_mono (fun N => Nat.le_mul_of_pos_left N hk) tendsto_id
  -- the constant offsets at the two sizes cancel
  have h := ((tendsto_sub_log.comp hmul).sub tendsto_sub_log).add_const
    (24 * Real.log (k : ℝ))
  rw [sub_self, zero_add] at h
  refine h.congr' ?_
  filter_upwards [eventually_ge_atTop 1] with N hN
  have hk' : (k : ℝ) ≠ 0 := by
    exact_mod_cast (show k ≠ 0 by omega)
  have hN' : (N : ℝ) ≠ 0 := by
    exact_mod_cast (show N ≠ 0 by omega)
  change (smallMomentumSum (k * N) - 24 * Real.log ((k * N : ℕ) : ℝ)) -
    (smallMomentumSum N - 24 * Real.log N) + 24 * Real.log k = _
  rw [Nat.cast_mul, Real.log_mul hk' hN']
  ring

end

end MetallicMP2Logarithm
```

```lean
#print axioms MetallicMP2Logarithm.smallMomentumSum_eq
#print axioms MetallicMP2Logarithm.tendsto_div_log
#print axioms MetallicMP2Logarithm.tendsto_scaling
```

```
'MetallicMP2Logarithm.smallMomentumSum_eq' depends on axioms: [propext, Classical.choice, Quot.sound]
'MetallicMP2Logarithm.tendsto_div_log' depends on axioms: [propext, Classical.choice, Quot.sound]
'MetallicMP2Logarithm.tendsto_scaling' depends on axioms: [propext, Classical.choice, Quot.sound]
```

## What is proved about the grid, and what is assumed about MP2

A momentum is a function `Fin 3 → ℤ`, in units of 2π/L. `maxAbs` is |m|∞, `cube N` is the finite set of allowed momenta, and `smallMomentumSum N` is S(N), with the zero vector removed by `.erase 0`. In `tendsto_div_log`, `Tendsto … atTop (𝓝 24)` says that the ratio approaches 24 as N grows through the natural numbers.

`mem_cube` turns membership into the inequality |m|∞ ≤ N, after which `omega` settles the integer comparisons. `card_cube` and `card_shell` do the counting, and `smallMomentumSum_succ` adds one shell, on which the summand is constant. Induction in `smallMomentumSum_eq` gives the exact formula. `tendsto_sub_log` combines Mathlib's limit for H_N − ln N with the summability of inverse cubes. `tendsto_div_log` divides the convergent remainder by a diverging logarithm, and `tendsto_scaling` subtracts the limits at the two sizes.

The theorems concern this lattice sum alone. The inverse-cube summand is assumed, not derived from orbitals, amplitudes or energy denominators, and exchange is absent. The coefficient 24 belongs to the largest-component norm; a continuum estimate with the Euclidean length gives 4π instead, so 24 should not be used as a fitted or predicted MP2 coefficient. The limits also carry no error bound at finite N, though the exact formula for S(N) holds at every N, including N = 0.
